# Numbers in [−1, 1] that obey the odd-set inequalities are bond correlations of an Ising ring

Three spins on a triangle cannot be pairwise antiparallel, yet the pair correlations $-1,-1,-1$ each lie in the permitted interval $[-1,1]$. A minimisation of an alloy's energy over pair correlations that checks only this interval can therefore return an energy below that of every arrangement of atoms. A condition on the numbers themselves that guarantees a distribution of spins behind them rules this out, because the energy is then an average over arrangements.

For a ring of $n$ spins, one number $x_b\in[-1,1]$ per bond, and a family of linear inequalities on these numbers, the guarantee is proved below. In a cluster expansion fitted to electronic-structure energies, the energy is linear in the correlations. For a single finite ring with nearest-neighbour pair terms only, any energy reached by numbers in $[-1,1]$ that obey these inequalities is then matched or undercut by an actual configuration.

```lean
import Mathlib

open Finset

namespace IsingRingCorrelations

noncomputable section
```

## The inequalities on odd bond sets

Number the bonds $b=0,\dots,n-1$. For every set $F$ with an odd number of bonds, and with $F^c$ the remaining bonds, require
$$\sum_{b\in F}x_b-\sum_{b\in F^c}x_b\;\ge\;2-n .$$
On the triangle, $F$ equal to all three bonds gives $x_0+x_1+x_2\ge-1$, which rejects $-1,-1,-1$. In Lean, `Fin n` is the set of bond labels and `x : Fin n → ℝ` is the list of candidate correlations.

```lean
/-- The odd-set inequalities for numbers `x b` on the bonds of an `n`-cycle: for every bond set
`F` of odd size, the sum over `F` minus the sum over the other bonds is at least `2 - n`. -/
def OddCycleBounds {n : ℕ} (x : Fin n → ℝ) : Prop :=
  ∀ F : Finset (Fin n), Odd F.card → 2 - (n : ℝ) ≤ ∑ b ∈ F, x b - ∑ b ∈ Fᶜ, x b
```

## Frustrated signs limit the signed sum

Give each bond a sign $v_b=\pm1$, and call the pattern frustrated if $\prod_b v_b=-1$. Let $N$ be the set of bonds with $v_b=-1$. Since $\prod_b v_b=(-1)^{|N|}$, a frustrated pattern has $|N|$ odd, and the inequality for $F=N$ gives
$$\sum_b v_bx_b=-\Big(\sum_{b\in N}x_b-\sum_{b\in N^c}x_b\Big)\le n-2 .$$
The type `ℤˣ` contains exactly $1$ and $-1$. In the proof, `hodd` is the parity argument, and `h1` and `h2` evaluate the signed sum on $N$ and on its complement.

```lean
/-- If `x` obeys the odd-set inequalities and the bond signs `v` are frustrated (their product
around the ring is `-1`), then the sum of `v b * x b` is at most `n - 2`. -/
theorem frustrated_sum_le {n : ℕ} {x : Fin n → ℝ} (h : OddCycleBounds x)
    (v : Fin n → ℤˣ) (hv : ∏ b, v b = -1) :
    ∑ b, ((v b : ℤ) : ℝ) * x b ≤ n - 2 := by
  -- a frustrated pattern has an odd number of negative bonds
  have hodd : Odd (univ.filter fun b => v b = -1).card := by
    by_contra hne
    have hprod : ∏ b, v b = (-1) ^ (univ.filter fun b => v b = -1).card := by
      calc ∏ b, v b = ∏ b, (if v b = -1 then (-1 : ℤˣ) else 1) := by
            refine prod_congr rfl fun b _ => ?_
            rcases Int.units_eq_one_or (v b) with h1 | h1 <;> rw [h1] <;> decide
        _ = _ := by rw [prod_ite, prod_const, prod_const_one, mul_one]
    rw [hv, (Nat.not_odd_iff_even.mp hne).neg_one_pow] at hprod
    exact absurd hprod (by decide)
  have hF := h _ hodd
  have h1 : ∑ b ∈ univ.filter (fun b => v b = -1), ((v b : ℤ) : ℝ) * x b
      = -∑ b ∈ univ.filter (fun b => v b = -1), x b := by
    rw [← sum_neg_distrib]
    refine sum_congr rfl fun b hb => ?_
    rw [(mem_filter.mp hb).2]
    simp
  have h2 : ∑ b ∈ (univ.filter (fun b => v b = -1))ᶜ, ((v b : ℤ) : ℝ) * x b
      = ∑ b ∈ (univ.filter (fun b => v b = -1))ᶜ, x b := by
    refine sum_congr rfl fun b hb => ?_
    have hb' : v b = 1 := (Int.units_eq_one_or (v b)).resolve_right
      fun h' => mem_compl.mp hb (mem_filter.mpr ⟨mem_univ _, h'⟩)
    rw [hb']
    simp
  rw [← sum_add_sum_compl (univ.filter fun b => v b = -1), h1, h2]
  linarith
```

## Spins on the ring and their correlations

A configuration assigns $s_b=\pm1$ to each site, for instance one of two atomic species. Bond $b$ joins sites $b$ and $b+1$, and addition in `Fin n` wraps around, so the last bond returns to site $0$. The assumption `NeZero n` means $n\ge1$. For $n=1$ the single bond joins the site to itself, and for $n=2$ both bonds join the same pair; the theorems hold there too.

```lean
variable {n : ℕ} [NeZero n]

/-- The product of the two spins joined by bond `b`, which links sites `b` and `b + 1` of the
ring. -/
def bondProduct (s : Fin n → ℤˣ) (b : Fin n) : ℝ := ((s b * s (b + 1) : ℤˣ) : ℤ)
```

If configuration $s$ has probability $P(s)$, the correlation on bond $b$ is
$$\langle s_bs_{b+1}\rangle=\sum_s P(s)\,s_bs_{b+1}.$$
The Lean definition is this weighted sum for any real weights `P`; the theorems below assert that suitable weights exist which are probabilities.

```lean
/-- The sum over all spin configurations of the bond product on bond `b`, with real weights `P`. If
`P` is a probability distribution, this is the correlation on bond `b`. -/
def bondCorrelation (P : (Fin n → ℤˣ) → ℝ) (b : Fin n) : ℝ := ∑ s, P s * bondProduct s b
```

## Unfrustrated signs come from spins

Suppose $\prod_b v_b=1$. Set $s_i=\prod_{j<i}v_j$, so that $s_0=1$. For $b<n-1$ this gives $s_{b+1}=v_bs_b$. On the closing bond, $v_{n-1}s_{n-1}=\prod_jv_j=1=s_0$, so the same relation holds. Hence $s_bs_{b+1}=v_bs_b^2=v_b$ on every bond. The statement `step` is the relation $s_{b+1}=v_bs_b$, with the closing bond treated as its own case.

```lean
/-- Bond signs whose product around the ring is `+1` are the bond products of some spin
configuration. -/
theorem exists_spins_of_prod_eq_one (v : Fin n → ℤˣ) (hv : ∏ b, v b = 1) :
    ∃ s : Fin n → ℤˣ, ∀ b, s b * s (b + 1) = v b := by
  obtain ⟨m, rfl⟩ := Nat.exists_eq_succ_of_ne_zero (NeZero.ne n)
  -- each spin is the product of the bond signs before it
  refine ⟨fun i => ∏ j ∈ univ.filter (fun j => j < i), v j, fun b => ?_⟩
  have step : ∏ j ∈ univ.filter (fun j => j < b + 1), v j
      = v b * ∏ j ∈ univ.filter (fun j => j < b), v j := by
    by_cases hb : b = Fin.last m
    · -- the closing bond
      have hu : (univ : Finset (Fin (m + 1))) = insert b (univ.filter (fun j => j < b)) := by
        ext j
        have hj := j.isLt
        simp only [mem_univ, mem_insert, mem_filter, true_and, true_iff, Fin.ext_iff,
          Fin.lt_def, hb, Fin.val_last]
        omega
      have hp : ∏ j, v j = v b * ∏ j ∈ univ.filter (fun j => j < b), v j := by
        rw [← prod_insert (by simp), ← hu]
      have h0 : b + 1 = 0 := by rw [hb]; exact Fin.last_add_one m
      rw [← hp, hv, h0]
      simp
    · have hval := Fin.val_add_one_of_lt (Fin.lt_last_iff_ne_last.mpr hb)
      have hu : univ.filter (fun j => j < b + 1)
          = insert b (univ.filter (fun j => j < b)) := by
        ext j
        simp only [mem_univ, mem_insert, mem_filter, true_and, Fin.ext_iff, Fin.lt_def, hval]
        omega
      rw [hu, prod_insert (by simp)]
  beta_reduce
  rw [step, mul_left_comm, Int.units_mul_self, mul_one]
```

## Some configuration is at least as low in energy

Take any couplings $c_b$ and the energy $E(s)=\sum_bc_bs_bs_{b+1}$. There is no minus sign in front, so positive $c_b$ favours antiparallel spins, opposite to the common $-J$ convention. The claim is that some $s$ has $E(s)\le\sum_bc_bx_b$.

Let $v_b$ be the sign favoured by the coupling (either sign if $c_b=0$), so that $c_b=-|c_b|v_b$, and put $d_b=1-v_bx_b$, which is nonnegative because $|x_b|\le1$. Then
$$\sum_bc_bx_b=-\sum_b|c_b|+\sum_b|c_b|d_b .$$

If $\prod_bv_b=1$, the previous step gives spins that satisfy every bond, with energy $-\sum_b|c_b|$, which is low enough.

If $\prod_bv_b=-1$, let $a$ be a bond with the smallest $|c_a|$ and reverse $v_a$. The new signs have product $+1$, so they come from spins, with energy $-\sum_b|c_b|+2|c_a|$. This is low enough because
$$\sum_b|c_b|d_b\ge|c_a|\sum_bd_b=|c_a|\Big(n-\sum_bv_bx_b\Big)\ge2|c_a| ,$$
where the last inequality is the bound for frustrated signs.

In the code, `hterm` is $d_b\ge0$. In the frustrated case `h1` computes the energy, `h2` is the comparison with the weakest bond, `h3` is the frustrated bound, and `h5` is the rewriting of $\sum_bc_bx_b$.

```lean
/-- If `x` lies in `[-1, 1]` on each bond and obeys the odd-set inequalities, then for any
couplings `c` some spin configuration has energy at most `∑ c b * x b`. -/
theorem exists_spins_energy_le (c : Fin n → ℝ) {x : Fin n → ℝ} (hx : ∀ b, |x b| ≤ 1)
    (h : OddCycleBounds x) :
    ∃ s : Fin n → ℤˣ, ∑ b, c b * bondProduct s b ≤ ∑ b, c b * x b := by
  -- `v b` is the bond sign favoured by the coupling `c b` (either sign is allowed if `c b = 0`)
  have hv : ∀ b, ∃ u : ℤˣ, c b = -|c b| * ((u : ℤ) : ℝ) := by
    intro b
    rcases le_total 0 (c b) with h0 | h0
    · exact ⟨-1, by rw [abs_of_nonneg h0]; simp⟩
    · exact ⟨1, by rw [abs_of_nonpos h0]; simp⟩
  choose v hv using hv
  have hsq : ∀ u : ℤˣ, ((u : ℤ) : ℝ) * ((u : ℤ) : ℝ) = 1 := by
    intro u
    rcases Int.units_eq_one_or u with h1 | h1 <;> rw [h1] <;> simp
  have hterm : ∀ b, 0 ≤ 1 - ((v b : ℤ) : ℝ) * x b := by
    intro b
    have hb := abs_le.mp (hx b)
    rcases Int.units_eq_one_or (v b) with h1 | h1 <;> rw [h1] <;> push_cast <;> linarith
  have e1 : ∀ b, c b * ((v b : ℤ) : ℝ) = -|c b| := fun b => by
    linear_combination ((v b : ℤ) : ℝ) * hv b - |c b| * hsq (v b)
  have e2 : ∀ b, c b * x b = -|c b| * (((v b : ℤ) : ℝ) * x b) := fun b => by
    linear_combination x b * hv b
  rcases Int.units_eq_one_or (∏ b, v b) with hp | hp
  · -- no frustration: every bond is satisfied
    obtain ⟨s, hs⟩ := exists_spins_of_prod_eq_one v hp
    refine ⟨s, sum_le_sum fun b _ => ?_⟩
    rw [bondProduct, hs, e1, e2]
    nlinarith [mul_nonneg (abs_nonneg (c b)) (hterm b)]
  · -- frustration: the weakest bond `a` is broken
    obtain ⟨a, -, ha⟩ := exists_min_image univ (fun b => |c b|) ⟨0, mem_univ _⟩
    obtain ⟨s, hs⟩ := exists_spins_of_prod_eq_one
      (fun b => v b * (if b = a then -1 else 1))
      (by rw [prod_mul_distrib, hp, prod_ite_eq']; simp)
    refine ⟨s, ?_⟩
    have h1 : ∑ b, c b * bondProduct s b
        = ∑ b, (-|c b| + if b = a then 2 * |c a| else 0) := by
      refine sum_congr rfl fun b _ => ?_
      have hb' : bondProduct s b = ((v b : ℤ) : ℝ) * (if b = a then -1 else 1) := by
        simp only [bondProduct, hs]
        split_ifs <;> simp
      rw [hb']
      split_ifs with hb
      · rw [← hb]
        linear_combination -e1 b
      · linear_combination e1 b
    have h2 : |c a| * ∑ b, (1 - ((v b : ℤ) : ℝ) * x b)
        ≤ ∑ b, |c b| * (1 - ((v b : ℤ) : ℝ) * x b) := by
      rw [mul_sum]
      exact sum_le_sum fun b _ => mul_le_mul_of_nonneg_right (ha b (mem_univ _)) (hterm b)
    have h3 := frustrated_sum_le h v hp
    have h4 : ∑ b, (1 - ((v b : ℤ) : ℝ) * x b) = n - ∑ b, ((v b : ℤ) : ℝ) * x b := by
      simp [sum_sub_distrib]
    have h5 : ∑ b, c b * x b
        = ∑ b, |c b| * (1 - ((v b : ℤ) : ℝ) * x b) - ∑ b, |c b| := by
      rw [← sum_sub_distrib]
      exact sum_congr rfl fun b _ => by linear_combination e2 b
    rw [h1, sum_add_distrib, sum_neg_distrib, sum_ite_eq', if_pos (mem_univ a), h5]
    rw [h4] at h2
    nlinarith [mul_nonneg (abs_nonneg (c a)) (sub_nonneg.mpr h3)]
```

## A distribution with the given correlations

Let $K$ be the set of correlation vectors of all probability distributions. It is the image of a compact convex set under a linear map, hence compact and convex. If $x\notin K$, a linear functional $f$ and a number $u$ separate them:
$$f(x)<u<f(y)\quad\text{for all }y\in K .$$
With $e_b$ the unit vector of bond $b$ and $c_b=f(e_b)$, we have $f(y)=\sum_bc_by_b$, so the functional is a set of couplings. The previous step supplies a configuration $s$ with $E(s)\le f(x)$. The distribution concentrated on $s$ puts its bond products in $K$, so $E(s)>u>f(x)$, a contradiction.

The theorem reads: if $|x_b|\le1$ on every bond and `OddCycleBounds x` holds, there is a `P` in `stdSimplex` (nonnegative weights with sum one) whose correlation on each bond `b` is `x b`. The argument does not construct $P$, and neither the composition nor a temperature is prescribed. The converse implication is not part of the statement.

The theorem does not cover a crystal in which each bond belongs to many rings: a distribution for each ring separately need not come from one distribution on the whole lattice.

In the proof, `hrep` identifies the functional with couplings, and `hc` evaluates the correlations of the concentrated distribution.

```lean
/-- Numbers in `[-1, 1]` on the bonds of a ring that obey the odd-set inequalities are the bond
correlations of some probability distribution of the spins. -/
theorem exists_distribution {x : Fin n → ℝ} (hx : ∀ b, |x b| ≤ 1) (h : OddCycleBounds x) :
    ∃ P ∈ stdSimplex ℝ (Fin n → ℤˣ), ∀ b, bondCorrelation P b = x b := by
  by_contra hno
  -- the attainable correlations form a closed convex set
  have hlin : IsLinearMap ℝ (bondCorrelation (n := n)) :=
    ⟨fun P Q => by ext b; simp [bondCorrelation, add_mul, sum_add_distrib],
      fun r P => by ext b; simp [bondCorrelation, mul_sum, mul_assoc]⟩
  have hcont : Continuous (bondCorrelation (n := n)) :=
    continuous_pi fun b => by simp only [bondCorrelation]; fun_prop
  have hconv : Convex ℝ (bondCorrelation '' stdSimplex ℝ (Fin n → ℤˣ)) :=
    (convex_stdSimplex ℝ _).is_linear_image hlin
  have hcomp : IsCompact (stdSimplex ℝ (Fin n → ℤˣ)) := by apply isCompact_stdSimplex
  have hnot : x ∉ bondCorrelation '' stdSimplex ℝ (Fin n → ℤˣ) := by
    rintro ⟨P, hP, hPx⟩
    exact hno ⟨P, hP, fun b => congrFun hPx b⟩
  -- a separating functional is a set of couplings
  obtain ⟨f, u, hfx, hf⟩ :=
    geometric_hahn_banach_point_closed hconv (hcomp.image hcont).isClosed hnot
  have hrep : ∀ y : Fin n → ℝ, f y = ∑ b, f (Pi.single b 1) * y b := by
    intro y
    have hy : y = ∑ b, y b • (Pi.single b 1 : Fin n → ℝ) := by
      ext j
      simp [Finset.sum_apply, Pi.single_apply]
    refine (congrArg f hy).trans ?_
    rw [map_sum]
    exact sum_congr rfl fun b _ => by rw [map_smul, smul_eq_mul, mul_comm]
  obtain ⟨s, hs⟩ := exists_spins_energy_le (fun b => f (Pi.single b 1)) hx h
  have hs' : ∑ b, f (Pi.single b 1) * bondProduct s b ≤ ∑ b, f (Pi.single b 1) * x b := hs
  -- the distribution concentrated on `s` contradicts the separation
  have hP : (fun t => if t = s then (1 : ℝ) else 0) ∈ stdSimplex ℝ (Fin n → ℤˣ) :=
    ⟨fun t => by dsimp only; split_ifs <;> norm_num, by simp⟩
  have hc : bondCorrelation (fun t => if t = s then (1 : ℝ) else 0) = bondProduct s := by
    ext b
    simp [bondCorrelation]
  have hfs := hf _ ⟨_, hP, rfl⟩
  rw [hc, hrep] at hfs
  rw [hrep] at hfx
  linarith
```

## Correlations of any sign up to 1 − 2/n

If $|x_b|\le1-2/n$ on every bond, then for every $F$
$$\sum_{b\in F}x_b-\sum_{b\in F^c}x_b\ge-\sum_b|x_b|\ge-n\Big(1-\frac2n\Big)=2-n ,$$
so the theorem applies. For $n=2$ only $x=0$ qualifies, and for $n=1$ nothing does.

```lean
/-- Bond values of magnitude at most `1 - 2 / n`, with any signs, are the bond correlations of
some probability distribution of the `n` spins. -/
theorem exists_distribution_of_small {x : Fin n → ℝ} (hx : ∀ b, |x b| ≤ 1 - 2 / (n : ℝ)) :
    ∃ P ∈ stdSimplex ℝ (Fin n → ℤˣ), ∀ b, bondCorrelation P b = x b := by
  have hn : (0 : ℝ) < n := Nat.cast_pos.mpr (Nat.pos_of_ne_zero (NeZero.ne n))
  have hd : 0 < 2 / (n : ℝ) := by positivity
  refine exists_distribution (fun b => by linarith [hx b]) fun F _ => ?_
  have h1 : -∑ b ∈ F, |x b| ≤ ∑ b ∈ F, x b := by
    rw [← sum_neg_distrib]
    exact sum_le_sum fun b _ => neg_abs_le _
  have h2 : ∑ b ∈ Fᶜ, x b ≤ ∑ b ∈ Fᶜ, |x b| := sum_le_sum fun b _ => le_abs_self _
  have h3 := sum_add_sum_compl F (fun b => |x b|)
  have h4 : ∑ b, |x b| ≤ ∑ _b : Fin n, (1 - 2 / (n : ℝ)) := sum_le_sum fun b _ => hx b
  have h5 : ∑ _b : Fin n, (1 - 2 / (n : ℝ)) = n - 2 := by
    rw [sum_const, card_univ, Fintype.card_fin, nsmul_eq_mul, mul_sub, mul_one,
      mul_div_cancel₀ _ hn.ne']
  linarith
```

## One common value on all bonds

Let every $x_b$ equal $x$, with $2/n-1\le x\le1$. For odd $k=|F|$ and $l=n-k$, the required inequality is equivalent to
$$k(1+x)+l(1-x)\ge2 .$$
If $l=0$, the left side is $n(1+x)\ge2$ by assumption. If $l\ge1$, then since $k\ge1$ it is at least $(1+x)+(1-x)=2$. The proof splits into the same two cases.

For the triangle the range is $-1/3\le x\le1$. For even $n$ the interval is not the full range, since alternating spins give $x=-1$.

```lean
/-- Every value `x` with `2 / n - 1 ≤ x ≤ 1` is the common correlation of all bonds in some
probability distribution of the `n` spins. -/
theorem exists_distribution_uniform {x : ℝ} (h1 : x ≤ 1) (h2 : 2 / (n : ℝ) - 1 ≤ x) :
    ∃ P ∈ stdSimplex ℝ (Fin n → ℤˣ), ∀ b, bondCorrelation P b = x := by
  have hn : (0 : ℝ) < n := Nat.cast_pos.mpr (Nat.pos_of_ne_zero (NeZero.ne n))
  have hd : 0 < 2 / (n : ℝ) := by positivity
  have h3 : 2 ≤ (1 + x) * n := (div_le_iff₀ hn).mp (by linarith)
  refine exists_distribution (x := fun _ => x)
    (fun _ => abs_le.mpr ⟨by linarith, h1⟩) fun F hF => ?_
  have hk : (F.card : ℝ) + (Fᶜ.card : ℝ) = n := by
    have hc := card_add_card_compl F
    rw [Fintype.card_fin] at hc
    exact_mod_cast hc
  have hk1 : (1 : ℝ) ≤ F.card := by exact_mod_cast hF.pos
  rw [sum_const, sum_const, nsmul_eq_mul, nsmul_eq_mul]
  -- either `F` is the whole ring or both parts contain a bond
  rcases Nat.eq_zero_or_pos Fᶜ.card with h0 | h0
  · rw [h0, Nat.cast_zero] at hk ⊢
    have hk' : (F.card : ℝ) = n := by linarith
    rw [hk']
    linarith
  · have hk2 : (1 : ℝ) ≤ (Fᶜ.card : ℝ) := by exact_mod_cast h0
    have hx1 : 0 ≤ 1 + x := by linarith
    nlinarith [mul_nonneg (sub_nonneg.mpr hk1) hx1,
      mul_nonneg (sub_nonneg.mpr hk2) (sub_nonneg.mpr h1)]

end

end IsingRingCorrelations
```

```lean
#print axioms IsingRingCorrelations.exists_distribution
#print axioms IsingRingCorrelations.exists_distribution_of_small
#print axioms IsingRingCorrelations.exists_distribution_uniform
```

```
'IsingRingCorrelations.exists_distribution' depends on axioms: [propext, Classical.choice, Quot.sound]
'IsingRingCorrelations.exists_distribution_of_small' depends on axioms: [propext, Classical.choice, Quot.sound]
'IsingRingCorrelations.exists_distribution_uniform' depends on axioms: [propext, Classical.choice, Quot.sound]
```
